# The cutoff error of the Ewald reciprocal energy is nonnegative and nondecreasing in the splitting parameter

The cutoff error is defined here as the full reciprocal energy minus the truncated one, so that its equality with the sum of the dropped terms has to be proved. The reciprocal vectors are an arbitrary listed family, and convergence of the sum of their energies is assumed at a single splitting parameter η₁. The results compare errors at a fixed cutoff for 0 < η ≤ η₁.

In Lean 4 with Mathlib:

```lean
import Mathlib

open Real Set

namespace EwaldReciprocalCutoff

noncomputable section

/-- Three-dimensional space, used for positions and for reciprocal vectors. -/
abbrev Space := EuclideanSpace ℝ (Fin 3)

/-- A simulation cell of positive volume with `N` point charges at given positions. -/
structure Cell (N : ℕ) where
  volume : ℝ
  volume_pos : 0 < volume
  charge : Fin N → ℝ
  pos : Fin N → Space

variable {N : ℕ} {ι : Type*}

/-- The charge structure factor `S(G) = ∑ q_j exp(i G·r_j)`. -/
def structureFactor (C : Cell N) (G : Space) : ℂ :=
  ∑ j, (C.charge j : ℂ) * Complex.exp (Complex.I * ((inner ℝ G (C.pos j) : ℝ) : ℂ))

open scoped Classical in
/-- The Ewald energy of one reciprocal vector,
`(2π/V) |S(G)|² exp(-|G|²/(4η²)) / |G|²`, for `η ≠ 0`; the vector `G = 0` is omitted. -/
def recipTerm (C : Cell N) (η : ℝ) (G : Space) : ℝ :=
  if G = 0 then 0 else
    2 * π / C.volume * ‖structureFactor C G‖ ^ 2 * (exp (-‖G‖ ^ 2 / (4 * η ^ 2)) / ‖G‖ ^ 2)

/-- The reciprocal energy summed over all listed vectors `G i`. -/
def fullEnergy (C : Cell N) (G : ι → Space) (η : ℝ) : ℝ :=
  ∑' i, recipTerm C η (G i)

/-- The reciprocal energy with only the vectors `|G| < Gc` kept. -/
def truncatedEnergy (C : Cell N) (G : ι → Space) (Gc η : ℝ) : ℝ :=
  ∑' i, if ‖G i‖ < Gc then recipTerm C η (G i) else 0

/-- The cutoff error: full reciprocal energy minus truncated reciprocal energy. -/
def cutoffError (C : Cell N) (G : ι → Space) (Gc η : ℝ) : ℝ :=
  fullEnergy C G η - truncatedEnergy C G Gc η

/-- The contribution of one vector to the discarded part: zero if `|G| < Gc`. -/
def droppedTerm (C : Cell N) (Gc η : ℝ) (G : Space) : ℝ :=
  if ‖G‖ < Gc then 0 else recipTerm C η G

/-- Every reciprocal vector contributes a nonnegative energy. -/
theorem recipTerm_nonneg (C : Cell N) (η : ℝ) (G : Space) : 0 ≤ recipTerm C η G := by
  have hV := C.volume_pos
  unfold recipTerm
  split_ifs
  · exact le_rfl
  · positivity

/-- Changing the positive splitting parameter from `η₁` to `η` multiplies the energy of a
reciprocal vector by `exp(-(|G|²/4)(1/η² - 1/η₁²))`. -/
theorem recipTerm_rescale (C : Cell N) {η η₁ : ℝ} (hη : 0 < η) (hη₁ : 0 < η₁) (G : Space) :
    recipTerm C η G =
      exp (-(‖G‖ ^ 2 / 4) * (1 / η ^ 2 - 1 / η₁ ^ 2)) * recipTerm C η₁ G := by
  have h : exp (-‖G‖ ^ 2 / (4 * η ^ 2)) =
      exp (-(‖G‖ ^ 2 / 4) * (1 / η ^ 2 - 1 / η₁ ^ 2)) * exp (-‖G‖ ^ 2 / (4 * η₁ ^ 2)) := by
    rw [← Real.exp_add]
    congr 1
    field_simp
    ring
  unfold recipTerm
  split_ifs
  · simp
  · rw [h]
    ring

/-- For `0 < η ≤ η₁` and `|G| ≥ Gc ≥ 0`, the energy of a reciprocal vector at `η` is at most
`exp(-(Gc²/4)(1/η² - 1/η₁²))` times its energy at `η₁`. -/
theorem recipTerm_le (C : Cell N) {η η₁ Gc : ℝ} (hη : 0 < η) (h : η ≤ η₁) (hc : 0 ≤ Gc)
    {G : Space} (hG : Gc ≤ ‖G‖) :
    recipTerm C η G ≤ exp (-(Gc ^ 2 / 4) * (1 / η ^ 2 - 1 / η₁ ^ 2)) * recipTerm C η₁ G := by
  rw [recipTerm_rescale C hη (hη.trans_le h) G]
  refine mul_le_mul_of_nonneg_right (Real.exp_le_exp.2 ?_) (recipTerm_nonneg C η₁ G)
  have hd : 0 ≤ 1 / η ^ 2 - 1 / η₁ ^ 2 :=
    sub_nonneg.2 (one_div_le_one_div_of_le (by positivity) (by gcongr))
  have hg : Gc ^ 2 ≤ ‖G‖ ^ 2 := by gcongr
  nlinarith [mul_le_mul_of_nonneg_right hg hd]

/-- If the reciprocal sum converges at `η₁`, it converges at every `0 < η ≤ η₁`. -/
theorem summable_of_le (C : Cell N) (G : ι → Space) {η η₁ : ℝ} (hη : 0 < η) (h : η ≤ η₁)
    (hs : Summable fun i => recipTerm C η₁ (G i)) :
    Summable fun i => recipTerm C η (G i) := by
  refine Summable.of_nonneg_of_le (fun i => recipTerm_nonneg C η (G i)) (fun i => ?_) hs
  simpa using recipTerm_le C hη h le_rfl (norm_nonneg (G i))

/-- If the reciprocal sum converges, the dropped terms are summable and their sum is the
cutoff error. -/
theorem hasSum_cutoffError (C : Cell N) (G : ι → Space) (Gc : ℝ) {η : ℝ}
    (hs : Summable fun i => recipTerm C η (G i)) :
    HasSum (fun i => droppedTerm C Gc η (G i)) (cutoffError C G Gc η) := by
  have hk : Summable fun i => if ‖G i‖ < Gc then recipTerm C η (G i) else 0 := by
    refine Summable.of_nonneg_of_le (fun i => ?_) (fun i => ?_) hs
    · split_ifs
      · exact recipTerm_nonneg C η (G i)
      · exact le_rfl
    · split_ifs
      · exact le_rfl
      · exact recipTerm_nonneg C η (G i)
  -- full sum minus kept sum, term by term
  have he : (fun i => droppedTerm C Gc η (G i)) = fun i =>
      recipTerm C η (G i) - (if ‖G i‖ < Gc then recipTerm C η (G i) else 0) := by
    funext i
    unfold droppedTerm
    split_ifs <;> simp
  rw [he]
  exact hs.hasSum.sub hk.hasSum

/-- Let the reciprocal sum converge at `η₁` and let `Gc ≥ 0`. For `0 < η ≤ η₁` the cutoff error
is nonnegative and at most `exp(-(Gc²/4)(1/η² - 1/η₁²))` times the error at `η₁`, and on this
range it is nondecreasing in `η`. -/
theorem cutoffError_bound (C : Cell N) (G : ι → Space) {Gc η₁ : ℝ} (hc : 0 ≤ Gc)
    (hs : Summable fun i => recipTerm C η₁ (G i)) :
    (∀ η ∈ Ioc 0 η₁, 0 ≤ cutoffError C G Gc η ∧
      cutoffError C G Gc η ≤
        exp (-(Gc ^ 2 / 4) * (1 / η ^ 2 - 1 / η₁ ^ 2)) * cutoffError C G Gc η₁) ∧
    MonotoneOn (cutoffError C G Gc) (Ioc 0 η₁) := by
  have key : ∀ η ∈ Ioc 0 η₁, HasSum (fun i => droppedTerm C Gc η (G i))
      (cutoffError C G Gc η) := fun η hη =>
    hasSum_cutoffError C G Gc (summable_of_le C G hη.1 hη.2 hs)
  refine ⟨fun η hη => ⟨(key η hη).nonneg fun i => ?_, ?_⟩, fun a ha b hb hab => ?_⟩
  · unfold droppedTerm
    split_ifs
    · exact le_rfl
    · exact recipTerm_nonneg C η (G i)
  · -- each dropped vector has `|G| ≥ Gc`, so it is damped at least as strongly as one at `Gc`
    refine hasSum_le (fun i => ?_) (key η hη) ((hasSum_cutoffError C G Gc hs).mul_left _)
    unfold droppedTerm
    split_ifs with h
    · simp
    · exact recipTerm_le C hη.1 hη.2 hc (not_lt.1 h)
  · refine hasSum_le (fun i => ?_) (key a ha) (key b hb)
    unfold droppedTerm
    split_ifs
    · exact le_rfl
    · simpa using recipTerm_le C ha.1 hab le_rfl (norm_nonneg (G i))

/-- Let the reciprocal sum converge at `η₁` and let `Gc ≥ 0`. If some dropped nonzero vector has
a nonzero structure factor, the cutoff error is strictly increasing on `0 < η ≤ η₁`, and the
truncated energy lies strictly below the full one there. -/
theorem cutoffError_strict (C : Cell N) (G : ι → Space) {Gc η₁ : ℝ} (hc : 0 ≤ Gc)
    (hs : Summable fun i => recipTerm C η₁ (G i)) (k : ι) (hk : Gc ≤ ‖G k‖) (hk0 : G k ≠ 0)
    (hS : structureFactor C (G k) ≠ 0) :
    StrictMonoOn (cutoffError C G Gc) (Ioc 0 η₁) ∧
    ∀ η ∈ Ioc 0 η₁, truncatedEnergy C G Gc η < fullEnergy C G η := by
  have hmono : StrictMonoOn (cutoffError C G Gc) (Ioc 0 η₁) := by
    intro a ha b hb hab
    have hA := hasSum_cutoffError C G Gc (summable_of_le C G ha.1 ha.2 hs)
    have hB := hasSum_cutoffError C G Gc (summable_of_le C G hb.1 hb.2 hs)
    refine hasSum_lt (i := k) (fun i => ?_) ?_ hA hB
    · unfold droppedTerm
      split_ifs
      · exact le_rfl
      · simpa using recipTerm_le C ha.1 hab.le le_rfl (norm_nonneg (G i))
    · -- the vector `G k` has positive energy and a damping factor below one
      have hV := C.volume_pos
      have hn : 0 < ‖G k‖ := norm_pos_iff.2 hk0
      have hSn : 0 < ‖structureFactor C (G k)‖ := norm_pos_iff.2 hS
      have hpos : 0 < recipTerm C b (G k) := by
        unfold recipTerm
        rw [if_neg hk0]
        positivity
      have ha0 : 0 < a := ha.1
      have hsq : a ^ 2 < b ^ 2 := by nlinarith
      have hd : 0 < 1 / a ^ 2 - 1 / b ^ 2 :=
        sub_pos.2 (one_div_lt_one_div_of_lt (by positivity) hsq)
      have hprod : 0 < ‖G k‖ ^ 2 / 4 * (1 / a ^ 2 - 1 / b ^ 2) := mul_pos (by positivity) hd
      simp only [droppedTerm, if_neg (not_lt.2 hk)]
      rw [recipTerm_rescale C ha.1 hb.1 (G k)]
      exact mul_lt_of_lt_one_left hpos (Real.exp_lt_one_iff.2 (by linarith))
  refine ⟨hmono, fun η hη => ?_⟩
  -- the error at `η / 2` is nonnegative and strictly smaller
  have hη0 : 0 < η := hη.1
  have hh : η / 2 ∈ Ioc 0 η₁ := ⟨by linarith, by linarith [hη.2]⟩
  have h1 := ((cutoffError_bound C G hc hs).1 _ hh).1
  have h2 := hmono hh hη (by linarith)
  exact sub_pos.1 (h1.trans_lt h2)

/-- If the reciprocal sum converges at `η₁` and all dropped vectors with nonzero structure factor
lie on the shell `|G| = Gc`, then for `0 < η ≤ η₁` the cutoff error at `η` equals
`exp(-(Gc²/4)(1/η² - 1/η₁²))` times the error at `η₁`. -/
theorem cutoffError_shell (C : Cell N) (G : ι → Space) {Gc η η₁ : ℝ} (hη : 0 < η) (h : η ≤ η₁)
    (hs : Summable fun i => recipTerm C η₁ (G i))
    (hshell : ∀ i, Gc ≤ ‖G i‖ → structureFactor C (G i) ≠ 0 → ‖G i‖ = Gc) :
    cutoffError C G Gc η =
      exp (-(Gc ^ 2 / 4) * (1 / η ^ 2 - 1 / η₁ ^ 2)) * cutoffError C G Gc η₁ := by
  refine (hasSum_cutoffError C G Gc (summable_of_le C G hη h hs)).unique ?_
  -- every dropped term carries the same damping factor
  have he : (fun i => droppedTerm C Gc η (G i)) = fun i =>
      exp (-(Gc ^ 2 / 4) * (1 / η ^ 2 - 1 / η₁ ^ 2)) * droppedTerm C Gc η₁ (G i) := by
    funext i
    unfold droppedTerm
    split_ifs with hi
    · simp
    · by_cases hS : structureFactor C (G i) = 0
      · simp [recipTerm, hS]
      · rw [recipTerm_rescale C hη (hη.trans_le h) (G i), hshell i (not_lt.1 hi) hS]
  rw [he]
  exact (hasSum_cutoffError C G Gc hs).mul_left _

end

end EwaldReciprocalCutoff
```

```lean
#print axioms EwaldReciprocalCutoff.cutoffError_bound
#print axioms EwaldReciprocalCutoff.cutoffError_strict
#print axioms EwaldReciprocalCutoff.cutoffError_shell
```

```
'EwaldReciprocalCutoff.cutoffError_bound' depends on axioms: [propext, Classical.choice, Quot.sound]
'EwaldReciprocalCutoff.cutoffError_strict' depends on axioms: [propext, Classical.choice, Quot.sound]
'EwaldReciprocalCutoff.cutoffError_shell' depends on axioms: [propext, Classical.choice, Quot.sound]
```

## A bound that carries the error from η₁ down to η

Ewald's method splits the Coulomb energy of a periodic set of charges into a real-space part and a reciprocal-space part. The splitting parameter η is an inverse length: the screening charges have a Gaussian profile proportional to exp(-η²r²), and a larger η makes them narrower. For N point charges q_j at positions r_j in a cell of volume V, a reciprocal vector G ≠ 0 contributes

u(η, G) = (2π/V) |S(G)|² exp(-|G|²/(4η²)) / |G|²,

S(G) = Σ_j q_j exp(i G·r_j).

Let Gc ≥ 0 be the cutoff. The truncated energy keeps only the vectors with |G| < Gc. Write Δ(η) for the full energy minus the truncated energy. If the full sum converges at η₁, then `cutoffError_bound` states that for every η with 0 < η ≤ η₁

0 ≤ Δ(η) ≤ exp(-(Gc²/4)(1/η² - 1/η₁²)) Δ(η₁),

and that Δ is nondecreasing on this range. Truncation therefore never raises the reciprocal energy, and at a fixed cutoff the loss cannot shrink when η is increased.

Two further theorems give conditions for strict growth and for equality in the upper bound. By `cutoffError_strict`, a single dropped nonzero vector with S(G) ≠ 0 is enough to make Δ strictly increasing and to put the truncated energy strictly below the full one. By `cutoffError_shell`, the upper bound is an equality when every dropped vector with S(G) ≠ 0 has length exactly Gc.

In simulation practice this bears on the joint choice of η and Gc: for a fixed configuration of point charges and a fixed Gc, a reciprocal cutoff error known at one η bounds the error at every smaller positive η.

## Charges, vectors and the omitted G = 0

A `Cell N` holds the volume, the proof that it is positive, the N real charges and their positions. `Space` is three-dimensional Euclidean space and serves for both positions and reciprocal vectors. `structureFactor` is S(G), with the real inner product G·r_j embedded in the complex numbers before the exponential is taken.

`recipTerm` is u(η, G). Its prefactor 2π/V belongs to units in which two charges interact as q₁q₂/r, such as Gaussian or Hartree atomic units. The value at G = 0 is set to zero explicitly, so the term that would need a convention for the background or the surroundings is absent. Charge neutrality is not required.

The family `G : ι → Space` lists the reciprocal vectors. Nothing forces it to be a lattice, and a vector listed twice counts twice. For a crystal, each reciprocal lattice vector is listed once. The hypothesis `hs` says that the terms at η₁ are summable, which for real numbers means absolute convergence, so the order of summation is irrelevant. For a true reciprocal lattice this holds at every positive η, since |S(G)| is bounded by Σ_j |q_j| and the Gaussian decays fast enough; that argument is separate from the theorems, which take convergence as given.

`truncatedEnergy` tests `‖G i‖ < Gc`, so vectors exactly on the cutoff sphere are dropped. `Ioc 0 η₁` is the interval 0 < η ≤ η₁, and `MonotoneOn` and `StrictMonoOn` mean nondecreasing and strictly increasing on it.

The statements concern the reciprocal energy alone. The real-space sum, the self-energy, the forces and the interpolation errors of mesh methods do not enter.

## Each vector carries its own Gaussian factor

Every term is nonnegative, because it is a product of a positive prefactor, a squared modulus and a positive Gaussian divided by |G|². This is `recipTerm_nonneg`.

Now set

δ = 1/η² - 1/η₁².

Splitting the exponent gives

-|G|²/(4η²) = -(|G|²/4) δ - |G|²/(4η₁²),

and hence

u(η, G) = exp(-(|G|²/4) δ) u(η₁, G).

This identity is `recipTerm_rescale`. The proof combines the two exponentials with `Real.exp_add` and checks the equality of the exponents with `field_simp` and `ring`. For G = 0 both sides vanish.

If 0 < η ≤ η₁, then δ ≥ 0. If also |G| ≥ Gc ≥ 0, then |G|² δ ≥ Gc² δ, and since u(η₁, G) ≥ 0,

u(η, G) ≤ exp(-(Gc²/4) δ) u(η₁, G).

This is `recipTerm_le`. Its proof derives `hd` (δ ≥ 0) and `hg` (Gc² ≤ |G|²), and `nlinarith` uses their product to compare the exponents.

The same inequality with Gc = 0 has the factor 1 and applies to every vector:

u(η, G) ≤ u(η₁, G).

The comparison test then carries convergence from η₁ to every smaller positive η, which is `summable_of_le`.

## From single terms to the error

The kept terms lie between zero and the full terms, so their sum converges as well. Two convergent sums may be subtracted term by term:

Δ(η) = Σ_i u(η, G_i) - Σ_{i: |G_i| < Gc} u(η, G_i) = Σ_{i: |G_i| ≥ Gc} u(η, G_i).

This is `hasSum_cutoffError`. The function `droppedTerm` is zero for a kept vector and u(η, G) for a dropped one, and `HasSum` records both that its sum converges and that the value is Δ(η).

The main theorem follows by comparing terms:

- A sum of nonnegative terms is nonnegative, so Δ(η) ≥ 0.
- Every dropped vector satisfies |G_i| ≥ Gc, so `recipTerm_le` applies to it. Summing with `hasSum_le` and taking the common factor out of the sum gives the upper bound.
- For 0 < a ≤ b ≤ η₁, each dropped term at a is at most the same term at b. Summing gives Δ(a) ≤ Δ(b).

For strict growth, take a < b and a dropped vector G_k ≠ 0 with S(G_k) ≠ 0. Its energy at b is positive, and its factor exp(-(|G_k|²/4)(1/a² - 1/b²)) is below one, so this term is strictly smaller at a. No other dropped term is larger at a than at b, and `hasSum_lt` gives Δ(a) < Δ(b). The strict lowering of the energy then comes from

0 ≤ Δ(η/2) < Δ(η).

For the equality case, a dropped vector either has S(G) = 0 and contributes nothing at any η, or has |G| = Gc and carries exactly the factor exp(-(Gc²/4) δ). All contributing terms then share one factor, which comes out of the sum. In the proof, `unique` identifies the two values obtained for the same sum. A list whose dropped vectors all have length exactly Gc realises this case; on a complete reciprocal lattice it occurs only trivially, because a finite set of point charges whose S(G) vanishes at every lattice vector beyond some length has S(G) = 0 at every lattice vector, and the error is then zero at every η.

## Above η₁ the upper bound can fail

The condition η ≤ η₁ is needed for the upper bound. Take one charge q = 1 at the origin, so that S(G) = 1, and a cell with V = 2π, so that the prefactor is 1. List a single vector with |G| = 2, and let Gc = 1 and η₁ = 1. This is a test of the inequality and not a physical crystal: the cell is not neutral and one vector is not a reciprocal lattice, but the theorem allows both. The vector is dropped, and

Δ(η) = exp(-1/η²)/4.

At η = 2 the error is exp(-1/4)/4 ≈ 0.195. The formula for the bound would give

exp(-(1/4)(1/4 - 1)) · exp(-1)/4 = exp(-13/16)/4 ≈ 0.111,

which is too small. The vector lies beyond the cutoff, so when η is increased its energy is multiplied by a larger factor than that of a vector at the cutoff. If the sum also converges at the larger parameter, exchanging the roles of η and η₁ in the theorem shows that the same expression is then a lower bound on the error.
